# Bounds on the self-polarization energy of a point charge in a dielectric sphere

The self-polarization energy is defined here by its multipole series, and the electrostatic boundary-value problem behind that series is not solved in Lean. The formula is therefore an input. Its convergence, its size and its dependence on the radii are what is proved.

## A charge and the surface around it

A unit point charge sits at distance \(r\) from the centre of a sphere of radius \(R\) and permittivity \(\varepsilon>1\), with vacuum outside. Units are Gaussian with \(\hbar=1\). The charge polarizes the surface, and the surface charge acts back on it. Matching the potential and the normal displacement at the surface for each angular order \(l\), and taking half the induced potential at the position of the charge, gives

\[
P=\sum_{l=0}^{\infty}\frac{(\varepsilon-1)(l+1)\,r^{2l}}{2\varepsilon\,(l\varepsilon+l+1)\,R^{2l+1}} .
\]

The competing scale is the ground-state kinetic energy of a particle of mass \(m>0\) in a hard-walled sphere, \(\pi^2/(2mR^2)\). In a simple model of a nanocrystal's quasiparticle gap, with classical point charges and a uniform \(\varepsilon\), an electron or a hole added on its own to the neutral sphere, at distance \(r\) from the centre, costs \(P\). The two separate additions together give \(2P\), to be compared with the confinement energy when \(m\) is the reduced mass of electron and hole.

## What is proved, in words

In Lean, `polTerm ε R r l` is one term of the series, `selfPol ε R r` is the infinite sum \(P\), and `confinement m R` is \(\pi^2/(2mR^2)\). All parameters are real numbers, and the ranges enter as hypotheses. Lean assigns a value even to a divergent sum, so `selfPol_bounds` states convergence separately, as `Summable (polTerm ε R r)`.

- **Bounds** (`selfPol_bounds`). For \(\varepsilon>1\) and \(0\le r<R\), the series converges and
\[
\frac{1-1/\varepsilon}{2R}\le P\le\frac{(1-1/\varepsilon)R}{2(R^2-r^2)},\qquad
\frac{(1-1/\varepsilon)R}{2(\varepsilon+1)(R^2-r^2)}\le P .
\]
- **Scaling** (`selfPol_scaling`). \(RP\) equals the energy in the unit sphere at radius \(r/R\), with the same \(\varepsilon\).
- **Surface** (`selfPol_tendsto_surface`). \(P\to+\infty\) as \(r\) approaches \(R\) from below. The filter `𝓝[<] R` encodes the one-sided approach.
- **Crossover** (`confinement_lt_two_selfPol`). If \(R>\pi^2/(2m(1-1/\varepsilon))\), then \(2P\) exceeds the confinement energy at every \(r\) with \(0\le r<R\).
- **Centre** (`centre_crossover`). At \(r=0\), \(2P=(1-1/\varepsilon)/R\), and the crossover condition is also necessary.

The charge is held at a fixed position, and \(P\) is not averaged over a wave function. The interface is sharp and \(\varepsilon\) is a constant, with no dependence on frequency or wavevector. The divergence at the surface belongs to this idealisation. No GW self-energy is computed.

## From multipoles to a geometric series

Put \(q=(r/R)^2\) and \(w_l=(l+1)/(l\varepsilon+l+1)\). Since \((\varepsilon-1)/\varepsilon=1-1/\varepsilon\) and \(r^{2l}/R^{2l+1}=q^l/R\),

\[
P=\frac{1-1/\varepsilon}{2R}\,S,\qquad S=\sum_{l=0}^{\infty}w_l\,q^l .
\]

The weights satisfy \(w_l\le 1\), because \(l\varepsilon\ge 0\). They also satisfy \(w_l\ge 1/(\varepsilon+1)\), because

\[
(l+1)(\varepsilon+1)-(l\varepsilon+l+1)=\varepsilon>0 .
\]

For \(0\le r<R\) we have \(0\le q<1\), so the series for \(S\) converges by comparison with \(\sum_l q^l=1/(1-q)\), and

\[
\frac{1}{(\varepsilon+1)(1-q)}\le S\le\frac{1}{1-q}.
\]

All terms are non-negative and the \(l=0\) term is \(1\), so also \(S\ge 1\). Multiplying these three inequalities by the positive prefactor and using \(1/(1-q)=R^2/(R^2-r^2)\) gives the three bounds on \(P\).

The scaling law follows term by term: \(R\) times the term of order \(l\) is \(\tfrac12(1-1/\varepsilon)\,w_l\,(r/R)^{2l}\), which contains the radii only through their ratio.

For the surface limit, keep \(R\) fixed and let \(r\to R\) from below. Then \(R^2-r^2\) tends to zero through positive values, and the second lower bound forces \(P\to+\infty\).

## The crossover radius

Write \(k=1-1/\varepsilon>0\). Multiplying by \(R^2/k>0\) shows that

\[
\frac{\pi^2}{2mR^2}<\frac{k}{R}\quad\Longleftrightarrow\quad\frac{\pi^2}{2mk}<R .
\]

The first lower bound says \(2P\ge k/R\) for every \(r\), so the condition on the right is sufficient everywhere in the sphere. At the centre only the \(l=0\) term survives, \(2P=k/R\) exactly, and the condition becomes an equivalence.

The limit of large permittivity is also simple. As \(\varepsilon\to\infty\) at fixed \(r<R\), \(w_0\) stays equal to \(1\) while every other weight tends to zero. Since the terms are dominated by \(q^l\), \(P\to 1/(2R)\) whatever the position, and the crossover radius tends to \(\pi^2/(2m)\). This limit is argued by hand here and has no theorem in the file.

## The Lean file

```lean
import Mathlib

open Filter Topology Real

namespace DielectricSphereSelfPolarization

noncomputable section

/-- The order-`l` multipole term of the self-polarization energy of a unit charge at radius `r`
in a sphere of radius `R > 0` and permittivity `ε > 0`, surrounded by vacuum. -/
def polTerm (ε R r : ℝ) (l : ℕ) : ℝ :=
  (ε - 1) * (l + 1) * r ^ (2 * l) / (2 * ε * (l * ε + l + 1) * R ^ (2 * l + 1))

/-- The self-polarization energy: the sum of all multipole terms, for `0 ≤ r < R` and `ε > 0`. -/
def selfPol (ε R r : ℝ) : ℝ := ∑' l : ℕ, polTerm ε R r l

/-- The dielectric weight of the multipole of order `l`, for `ε > 0`. -/
def modeWeight (ε : ℝ) (l : ℕ) : ℝ := (l + 1) / (l * ε + l + 1)

/-- The ground-state kinetic energy of a particle of mass `m > 0` in a hard-walled sphere of
radius `R > 0`, in units with `ħ = 1`. -/
def confinement (m R : ℝ) : ℝ := π ^ 2 / (2 * m * R ^ 2)

/-- Every multipole weight lies between `1 / (ε + 1)` and `1`. -/
theorem modeWeight_bounds {ε : ℝ} (hε : 0 < ε) (l : ℕ) :
    1 / (ε + 1) ≤ modeWeight ε l ∧ modeWeight ε l ≤ 1 := by
  have hD : 0 < (l : ℝ) * ε + l + 1 := by positivity
  have hl : 0 ≤ (l : ℝ) * ε := by positivity
  unfold modeWeight
  constructor
  · rw [div_le_div_iff₀ (by linarith) hD]
    nlinarith
  · rw [div_le_one hD]
    linarith

/-- Each multipole term is a common prefactor times its weight times a power of `(r / R) ^ 2`. -/
theorem polTerm_eq {ε R : ℝ} (hε : 0 < ε) (hR : 0 < R) (r : ℝ) (l : ℕ) :
    polTerm ε R r l = (1 - 1 / ε) / (2 * R) * (modeWeight ε l * ((r / R) ^ 2) ^ l) := by
  have hD : (l : ℝ) * ε + l + 1 ≠ 0 := by positivity
  have hx : R ^ (2 * l) ≠ 0 := by positivity
  unfold polTerm modeWeight
  rw [← pow_mul, div_pow, pow_succ R (2 * l)]
  generalize R ^ (2 * l) = x at hx ⊢
  generalize r ^ (2 * l) = y
  generalize (l : ℝ) * ε + l + 1 = D at hD ⊢
  field_simp

/-- The weighted multipole series converges for `0 ≤ q < 1`; it is at least `1`, and it lies
between `1 / (ε + 1)` times the geometric series and the geometric series itself. -/
theorem weighted_series_bounds {ε q : ℝ} (hε : 0 < ε) (hq0 : 0 ≤ q) (hq1 : q < 1) :
    Summable (fun l : ℕ => modeWeight ε l * q ^ l) ∧
    1 ≤ ∑' l : ℕ, modeWeight ε l * q ^ l ∧
    1 / (ε + 1) * (1 - q)⁻¹ ≤ ∑' l : ℕ, modeWeight ε l * q ^ l ∧
    ∑' l : ℕ, modeWeight ε l * q ^ l ≤ (1 - q)⁻¹ := by
  have hg := summable_geometric_of_lt_one hq0 hq1
  have hnn : ∀ l : ℕ, 0 ≤ modeWeight ε l * q ^ l := fun l =>
    mul_nonneg (le_trans (by positivity) (modeWeight_bounds hε l).1) (pow_nonneg hq0 l)
  have hle : ∀ l : ℕ, modeWeight ε l * q ^ l ≤ q ^ l := fun l =>
    mul_le_of_le_one_left (pow_nonneg hq0 l) (modeWeight_bounds hε l).2
  have hs : Summable (fun l : ℕ => modeWeight ε l * q ^ l) :=
    Summable.of_nonneg_of_le hnn hle hg
  refine ⟨hs, ?_, ?_, ?_⟩
  · -- keep only the monopole term
    have h0 := hs.le_tsum 0 (fun j _ => hnn j)
    have h1 : modeWeight ε 0 * q ^ 0 = 1 := by simp [modeWeight]
    linarith
  · rw [← tsum_geometric_of_lt_one hq0 hq1, ← tsum_mul_left]
    exact Summable.tsum_le_tsum
      (fun l => mul_le_mul_of_nonneg_right (modeWeight_bounds hε l).1 (pow_nonneg hq0 l))
      (hg.mul_left _) hs
  · rw [← tsum_geometric_of_lt_one hq0 hq1]
    exact Summable.tsum_le_tsum hle hs hg

/-- The self-polarization series converges inside the sphere, and its sum obeys a lower bound
independent of `r`, a lower bound growing towards the surface, and an upper bound equal to `ε + 1`
times the second lower bound. -/
theorem selfPol_bounds {ε R r : ℝ} (hε : 1 < ε) (hr : 0 ≤ r) (hrR : r < R) :
    Summable (polTerm ε R r) ∧
    (1 - 1 / ε) / (2 * R) ≤ selfPol ε R r ∧
    (1 - 1 / ε) * R / (2 * (ε + 1) * (R ^ 2 - r ^ 2)) ≤ selfPol ε R r ∧
    selfPol ε R r ≤ (1 - 1 / ε) * R / (2 * (R ^ 2 - r ^ 2)) := by
  have hR : 0 < R := lt_of_le_of_lt hr hrR
  have hε0 : 0 < ε := by linarith
  have hε1 : ε + 1 ≠ 0 := by positivity
  have hsq : r ^ 2 < R ^ 2 := pow_lt_pow_left₀ hrR hr two_ne_zero
  have hD : R ^ 2 - r ^ 2 ≠ 0 := by linarith
  have hq1 : (r / R) ^ 2 < 1 := by
    rw [div_pow, div_lt_one (by positivity)]
    exact hsq
  have hk : 0 < 1 - 1 / ε := sub_pos.mpr ((div_lt_one hε0).mpr hε)
  have hc : 0 ≤ (1 - 1 / ε) / (2 * R) := by positivity
  obtain ⟨hs, h1, h2, h3⟩ := weighted_series_bounds hε0 (sq_nonneg (r / R)) hq1
  have hfun : polTerm ε R r =
      fun l : ℕ => (1 - 1 / ε) / (2 * R) * (modeWeight ε l * ((r / R) ^ 2) ^ l) :=
    funext (polTerm_eq hε0 hR r)
  -- the geometric sum in terms of the two radii
  have hgeo : (1 - (r / R) ^ 2)⁻¹ = R ^ 2 / (R ^ 2 - r ^ 2) := by
    have h : 1 - (r / R) ^ 2 = (R ^ 2 - r ^ 2) / R ^ 2 := by
      rw [div_pow, sub_div, div_self (by positivity)]
    rw [h, inv_div]
  rw [hgeo] at h2 h3
  unfold selfPol
  rw [hfun, tsum_mul_left]
  generalize R ^ 2 - r ^ 2 = D at hD h2 h3 ⊢
  generalize 1 - 1 / ε = k at hc ⊢
  refine ⟨hs.mul_left _, le_mul_of_one_le_right hc h1, ?_, ?_⟩
  · refine le_trans (le_of_eq ?_) (mul_le_mul_of_nonneg_left h2 hc)
    field_simp
  · refine le_trans (mul_le_mul_of_nonneg_left h3 hc) (le_of_eq ?_)
    field_simp

/-- The product of `R` and the self-polarization energy is the energy in the unit sphere at the
reduced radius `r / R`. -/
theorem selfPol_scaling {R : ℝ} (hR : 0 < R) (ε r : ℝ) :
    R * selfPol ε R r = selfPol ε 1 (r / R) := by
  unfold selfPol
  rw [← tsum_mul_left]
  refine tsum_congr fun l => ?_
  have hx : R ^ (2 * l) ≠ 0 := by positivity
  unfold polTerm
  rw [div_pow, one_pow, mul_one, pow_succ R (2 * l)]
  generalize R ^ (2 * l) = x at hx ⊢
  generalize 2 * ε * ((l : ℝ) * ε + l + 1) = b
  field_simp

/-- The self-polarization energy diverges to `+∞` as the charge approaches the surface from
inside. -/
theorem selfPol_tendsto_surface {ε R : ℝ} (hε : 1 < ε) (hR : 0 < R) :
    Tendsto (fun r => selfPol ε R r) (𝓝[<] R) atTop := by
  have hk : 0 < 1 - 1 / ε := sub_pos.mpr ((div_lt_one (by linarith)).mpr hε)
  have hc : 0 < (1 - 1 / ε) * R / (2 * (ε + 1)) :=
    div_pos (mul_pos hk hR) (by linarith)
  have hmem : ∀ᶠ r in 𝓝[<] R, r ∈ Set.Ioo 0 R := Ioo_mem_nhdsLT hR
  have hcont : Continuous (fun r : ℝ => R ^ 2 - r ^ 2) := by fun_prop
  have hgap : Tendsto (fun r : ℝ => R ^ 2 - r ^ 2) (𝓝[<] R) (𝓝[>] 0) := by
    refine tendsto_nhdsWithin_iff.mpr
      ⟨(hcont.tendsto' R 0 (by simp)).mono_left nhdsWithin_le_nhds, ?_⟩
    filter_upwards [hmem] with r hr
    exact sub_pos.mpr (pow_lt_pow_left₀ hr.2 hr.1.le two_ne_zero)
  refine tendsto_atTop_mono' _ ?_ ((tendsto_inv_nhdsGT_zero.comp hgap).const_mul_atTop hc)
  filter_upwards [hmem] with r hr
  have h := (selfPol_bounds hε hr.1.le hr.2).2.2.1
  rw [← div_div, div_eq_mul_inv _ (R ^ 2 - r ^ 2)] at h
  exact h

/-- An energy `k / R` exceeds the confinement energy exactly when `R > π ^ 2 / (2 m k)`. -/
theorem confinement_lt_iff {m k R : ℝ} (hm : 0 < m) (hk : 0 < k) (hR : 0 < R) :
    confinement m R < k / R ↔ π ^ 2 / (2 * m * k) < R := by
  unfold confinement
  rw [div_lt_div_iff₀ (by positivity) hR, div_lt_iff₀ (by positivity),
    show k * (2 * m * R ^ 2) = R * (2 * m * k) * R by ring]
  exact ⟨fun h => lt_of_mul_lt_mul_right h hR.le, fun h => mul_lt_mul_of_pos_right h hR⟩

/-- Beyond the radius `π ^ 2 / (2 m (1 - 1 / ε))`, twice the self-polarization energy exceeds the
confinement energy at every position inside the sphere. -/
theorem confinement_lt_two_selfPol {ε m R r : ℝ} (hε : 1 < ε) (hm : 0 < m)
    (hr : 0 ≤ r) (hrR : r < R) (hlarge : π ^ 2 / (2 * m * (1 - 1 / ε)) < R) :
    confinement m R < 2 * selfPol ε R r := by
  have hR : 0 < R := lt_of_le_of_lt hr hrR
  have hk : 0 < 1 - 1 / ε := sub_pos.mpr ((div_lt_one (by linarith)).mpr hε)
  have h1 := (confinement_lt_iff hm hk hR).mpr hlarge
  have h2 := (selfPol_bounds hε hr hrR).2.1
  have h3 : (1 - 1 / ε) / R = 2 * ((1 - 1 / ε) / (2 * R)) := by
    generalize 1 - 1 / ε = k
    field_simp
  linarith

/-- For a charge at the centre, twice the self-polarization energy is `(1 - 1 / ε) / R`, and it
exceeds the confinement energy exactly when `R > π ^ 2 / (2 m (1 - 1 / ε))`. -/
theorem centre_crossover {ε m R : ℝ} (hε : 1 < ε) (hm : 0 < m) (hR : 0 < R) :
    2 * selfPol ε R 0 = (1 - 1 / ε) / R ∧
    (confinement m R < 2 * selfPol ε R 0 ↔ π ^ 2 / (2 * m * (1 - 1 / ε)) < R) := by
  have hk : 0 < 1 - 1 / ε := sub_pos.mpr ((div_lt_one (by linarith)).mpr hε)
  obtain ⟨-, hlow, -, hup⟩ := selfPol_bounds hε le_rfl hR
  -- at the centre the lower and upper bounds coincide
  have hE : 2 * selfPol ε R 0 = (1 - 1 / ε) / R := by
    have h1 : (1 - 1 / ε) * R / (2 * (R ^ 2 - 0 ^ 2)) = (1 - 1 / ε) / (2 * R) := by
      rw [show 2 * (R ^ 2 - 0 ^ 2) = 2 * R * R by ring]
      exact mul_div_mul_right _ _ hR.ne'
    have h2 : (1 - 1 / ε) / R = 2 * ((1 - 1 / ε) / (2 * R)) := by
      generalize 1 - 1 / ε = k
      field_simp
    rw [h1] at hup
    linarith
  exact ⟨hE, by rw [hE]; exact confinement_lt_iff hm hk hR⟩

end

end DielectricSphereSelfPolarization
```

```lean
#print axioms DielectricSphereSelfPolarization.selfPol_bounds
-- 'DielectricSphereSelfPolarization.selfPol_bounds' depends on axioms: [propext, Classical.choice, Quot.sound]
#print axioms DielectricSphereSelfPolarization.selfPol_tendsto_surface
-- 'DielectricSphereSelfPolarization.selfPol_tendsto_surface' depends on axioms: [propext, Classical.choice, Quot.sound]
#print axioms DielectricSphereSelfPolarization.confinement_lt_two_selfPol
-- 'DielectricSphereSelfPolarization.confinement_lt_two_selfPol' depends on axioms: [propext, Classical.choice, Quot.sound]
#print axioms DielectricSphereSelfPolarization.centre_crossover
-- 'DielectricSphereSelfPolarization.centre_crossover' depends on axioms: [propext, Classical.choice, Quot.sound]
```

## How the proof follows the derivation

**Factorisation and weights.** `polTerm_eq` is the factorisation into prefactor, weight and power of \(q\). Its proof replaces the powers and the multipole denominator by single letters with `generalize`, after which `field_simp` settles the remaining identity of fractions. `modeWeight_bounds` clears denominators and proves the two inequalities for \(w_l\), with `nlinarith` supplying the lower one.

**The series for \(S\).** `weighted_series_bounds` needs only \(\varepsilon>0\) and \(0\le q<1\). `Summable.of_nonneg_of_le` is the comparison test. `hs.le_tsum 0` says that a sum of non-negative terms is at least its term of order zero, which gives \(S\ge1\). The two geometric bounds come from `Summable.tsum_le_tsum`, which compares convergent series term by term.

**Return to the radii.** `selfPol_bounds` applies these results with \(q=(r/R)^2\). The step `hgeo` is the identity \(1/(1-q)=R^2/(R^2-r^2)\), and `tsum_mul_left` takes the prefactor out of the sum. Together with \(0\le r\), the strict inequality \(r<R\) supplies both \(R>0\) and \(q<1\).

**Scaling and the surface.** `selfPol_scaling` moves \(R\) inside the sum and compares terms with `tsum_congr`. In `selfPol_tendsto_surface`, `hgap` states that \(R^2-r^2\) tends to zero from above. Its inverse, times a positive constant, then tends to infinity, and `tendsto_atTop_mono'` passes this on to the larger function \(P\). The comparison is needed only for \(r\) close to \(R\), where \(0<r<R\) holds.

**The two crossover theorems.** `confinement_lt_iff` is the equivalence for a general \(k>0\). `confinement_lt_two_selfPol` combines it with the uniform lower bound. For `centre_crossover`, Lean takes a different route from the direct evaluation above: at \(r=0\) the first lower bound and the upper bound are the same number, so \(P\) is squeezed to that value. The equivalence for \(k/R\) then applies to \(2P\) itself.
